# Critical depths of a one-dimensional Dirac square well at $E=-m$

**A:** Take $m,a,V>0$, $\hbar=c=1$, and an electrostatic well: the potential energy is $-V$ on $[-a,a]$ and zero outside. The Dirac equation has a nonzero solution at $E=-m$ with bounded lower component exactly when
$$V=m+\sqrt{m^2+(n\pi/2a)^2},\qquad n=1,2,\dots$$
At the smallest such depth $2aq=\pi$, where $q=\sqrt{(V-m)^2-m^2}$.

In Lean 4 with Mathlib:

```lean
import Mathlib

open Set Real

namespace DiracCriticalWell
```

**Q:** Which Dirac equation, and how are the edges matched?

**A:** For real components $f$ (upper) and $g$ (lower), `DiracOn` says $f'=(E-U+m)g$ and $g'=-(E-U-m)f$, with one-sided derivatives at edges.

```lean
/-- The stationary one-dimensional Dirac equation with mass `m`, energy `E` and constant
potential `U` on the region `s`, for the upper and lower components `f` and `g`. -/
def DiracOn (m E U : ℝ) (s : Set ℝ) (f g : ℝ → ℝ) : Prop :=
  ∀ x ∈ s, HasDerivWithinAt f ((E - U + m) * g x) s x ∧
    HasDerivWithinAt g (-(E - U - m) * f x) s x
```

`CriticalMode` puts $f(\pm a)=0$ on the well alone. `ThresholdState` uses the whole line: the same $f,g$ satisfy the equations on both sides of each edge, so they are continuous there.

```lean
/-- A nonzero solution at `E = -m` inside the well of depth `V` on `[-a, a]` whose upper
component vanishes at both edges. -/
def CriticalMode (m a V : ℝ) (f g : ℝ → ℝ) : Prop :=
  DiracOn m (-m) (-V) (Icc (-a) a) f g ∧ f (-a) = 0 ∧ f a = 0 ∧
    ∃ x ∈ Icc (-a) a, f x ≠ 0 ∨ g x ≠ 0

/-- A nonzero solution at `E = -m` on the whole line, with the well on `[-a, a]` and no
potential outside, whose lower component is bounded. -/
def ThresholdState (m a V : ℝ) (f g : ℝ → ℝ) : Prop :=
  DiracOn m (-m) 0 (Iic (-a)) f g ∧ DiracOn m (-m) (-V) (Icc (-a) a) f g ∧
    DiracOn m (-m) 0 (Ici a) f g ∧ (∃ B, ∀ x, |g x| ≤ B) ∧ ∃ x, f x ≠ 0 ∨ g x ≠ 0

/-- The wave number `q` in the well at `E = -m`, for `(V - m)² ≥ m²`. -/
noncomputable def waveNumber (m V : ℝ) : ℝ := √((V - m) ^ 2 - m ^ 2)

/-- The depth `m + √(m² + (nπ/2a)²)`, for `a ≠ 0`. -/
noncomputable def criticalDepth (m a : ℝ) (n : ℕ) : ℝ :=
  m + √(m ^ 2 + (n * π / (2 * a)) ^ 2)
```

Setting $E=-m$, $U=-V$ gives $f'=Vg$, $g'=(2m-V)f$.

```lean
/-- At `E = -m` the Dirac equation in the well reads `f' = V g`, `g' = (2m - V) f`. -/
theorem threshold_system (m V : ℝ) (s : Set ℝ) (f g : ℝ → ℝ) :
    DiracOn m (-m) (-V) s f g ↔ ∀ x ∈ s, HasDerivWithinAt f (V * g x) s x ∧
      HasDerivWithinAt g ((2 * m - V) * f x) s x := by
  have e1 : -m - -V + m = V := by ring
  have e2 : -(-m - -V - m) = 2 * m - V := by ring
  simp only [DiracOn, e1, e2]
```

**Q:** Isn't $f(\pm a)=0$ a box condition put in by hand?

**A:** It follows from boundedness. Outside, $f'=0$ and $g'=2mf$, so $f$ is constant and $g$ has slope $2mf$. Bounded $g$ with $m>0$ forces $f=0$ and $g$ constant. `conserved` turns zero derivatives into constancy; `exterior_solution` picks a point so distant that a nonzero slope would break the bound.

```lean
/-- A quantity with zero derivative on an interval is conserved there. -/
lemma conserved {s : Set ℝ} (hs : Convex ℝ s) {h : ℝ → ℝ}
    (hd : ∀ x ∈ s, HasDerivWithinAt h 0 s x) {x y : ℝ} (hx : x ∈ s) (hy : y ∈ s) :
    h y = h x := by
  have := hs.norm_image_sub_le_of_norm_hasDerivWithin_le (f' := fun _ => (0 : ℝ)) (C := 0)
    hd (fun _ _ => by simp) hx hy
  rw [zero_mul] at this
  exact sub_eq_zero.1 (norm_le_zero_iff.1 this)

/-- For `m > 0`, on an unbounded interval without potential, a solution at `E = -m` with bounded
lower component has zero upper component and constant lower component. -/
theorem exterior_solution {m B : ℝ} (hm : 0 < m) {s : Set ℝ} (hs : Convex ℝ s)
    (hinf : ∀ R : ℝ, ∃ y ∈ s, R < |y|) {f g : ℝ → ℝ} (h : DiracOn m (-m) 0 s f g)
    (hB : ∀ x ∈ s, |g x| ≤ B) : (∀ x ∈ s, f x = 0) ∧ ∀ x ∈ s, ∀ y ∈ s, g y = g x := by
  have h' : ∀ x ∈ s, HasDerivWithinAt f 0 s x ∧ HasDerivWithinAt g (2 * m * f x) s x :=
    fun x hx => ⟨(h x hx).1.congr_deriv (by ring), (h x hx).2.congr_deriv (by ring)⟩
  have hf : ∀ x ∈ s, f x = 0 := by
    intro x hx
    by_contra hc
    -- a nonzero upper component makes the lower one grow linearly
    have hlin : ∀ y ∈ s, g y - 2 * m * f x * y = g x - 2 * m * f x * x := fun y hy =>
      conserved hs (h := fun z => g z - 2 * m * f x * z) (fun z hz => by
        have e : f z = f x := conserved hs (fun w hw => (h' w hw).1) hx hz
        have := (h' z hz).2.fun_sub ((hasDerivWithinAt_id z s).const_mul (2 * m * f x))
        exact this.congr_deriv (by rw [e]; ring)) hx hy
    obtain ⟨y, hy, hR⟩ := hinf (|x| + B / (m * |f x|))
    have hp : 0 < m * |f x| := mul_pos hm (abs_pos.2 hc)
    have h1 : B < |y - x| * (m * |f x|) := by
      rw [← div_lt_iff₀ hp]
      linarith [abs_sub_abs_le_abs_sub y x]
    have h2 : |g y - g x| = 2 * (|y - x| * (m * |f x|)) := by
      rw [show g y - g x = 2 * m * f x * (y - x) by linear_combination hlin y hy,
        abs_mul, abs_mul, abs_of_pos (by positivity : 0 < 2 * m)]
      ring
    have by' := abs_le.1 (hB y hy)
    have bx := abs_le.1 (hB x hx)
    have h3 : |g y - g x| ≤ 2 * B :=
      abs_le.2 ⟨by linarith [by'.1, bx.2], by linarith [by'.2, bx.1]⟩
    linarith
  exact ⟨hf, fun x hx y hy => conserved hs
    (fun z hz => (h' z hz).2.congr_deriv (by rw [hf z hz, mul_zero])) hx hy⟩
```

**Q:** Could a shallow well have a mode?

**A:** No. We have $(fg)'=Vg^2+(2m-V)f^2\ge0$ if $V\le2m$. Since $fg$ vanishes at both edges, it vanishes throughout, and so does its derivative. Hence $g=0$, then $f'=0$, and $f=0$.

```lean
/-- A well with `a > 0` and `0 < V ≤ 2m` has no critical mode. -/
theorem no_mode_of_shallow {m a V : ℝ} {f g : ℝ → ℝ} (ha : 0 < a) (hV : 0 < V)
    (h2 : V ≤ 2 * m) : ¬ CriticalMode m a V f g := by
  rintro ⟨h, hl, hr, x, hx, hne⟩
  rw [threshold_system] at h
  have haa : -a < a := by linarith
  have hd : ∀ y ∈ Icc (-a) a, HasDerivWithinAt (fun z => f z * g z)
      (V * g y ^ 2 + (2 * m - V) * f y ^ 2) (Icc (-a) a) y := fun y hy =>
    ((h y hy).1.fun_mul (h y hy).2).congr_deriv (by ring)
  have hi : ∀ y ∈ interior (Icc (-a) a), HasDerivAt (fun z => f z * g z)
      (V * g y ^ 2 + (2 * m - V) * f y ^ 2) y := fun y hy =>
    (hd y (interior_subset hy)).hasDerivAt (mem_interior_iff_mem_nhds.1 hy)
  -- the product `f g` never decreases, yet vanishes at both edges
  have hmono : MonotoneOn (fun z => f z * g z) (Icc (-a) a) :=
    monotoneOn_of_deriv_nonneg (convex_Icc _ _) (fun y hy => (hd y hy).continuousWithinAt)
      (fun y hy => (hi y hy).differentiableAt.differentiableWithinAt) (fun y hy => by
        rw [(hi y hy).deriv]
        exact add_nonneg (mul_nonneg hV.le (sq_nonneg _))
          (mul_nonneg (sub_nonneg.2 h2) (sq_nonneg _)))
  have hz : ∀ y ∈ Icc (-a) a, f y * g y = 0 := by
    intro y hy
    have u : f y * g y ≤ f a * g a := hmono hy (right_mem_Icc.2 haa.le) hy.2
    have l : f (-a) * g (-a) ≤ f y * g y := hmono (left_mem_Icc.2 haa.le) hy hy.1
    rw [hr, zero_mul] at u
    rw [hl, zero_mul] at l
    exact le_antisymm u l
  have hg : ∀ y ∈ Icc (-a) a, g y = 0 := by
    intro y hy
    have h0 : HasDerivWithinAt (fun z => f z * g z) 0 (Icc (-a) a) y :=
      (hasDerivWithinAt_const y _ (0 : ℝ)).congr (fun z hz' => hz z hz') (hz y hy)
    have hu := uniqueDiffOn_Icc haa y hy
    have e := ((hd y hy).derivWithin hu).symm.trans (h0.derivWithin hu)
    have p := mul_nonneg (sub_nonneg.2 h2) (sq_nonneg (f y))
    have e' : V * g y ^ 2 = 0 := le_antisymm (by linarith) (by positivity)
    simpa [hV.ne'] using e'
  have hf : f x = 0 := (conserved (convex_Icc _ _)
    (fun y hy => (h y hy).1.congr_deriv (by rw [hg y hy, mul_zero]))
    (left_mem_Icc.2 haa.le) hx).trans hl
  rcases hne with h' | h'
  · exact h' hf
  · exact h' (hg x hx)
```

**Q:** And for $V>2m$?

**A:** Then $q^2=V(V-2m)>0$. With $\theta=q(x+a)$, define
$$A=qf\cos\theta-Vg\sin\theta,\qquad B=qf\sin\theta+Vg\cos\theta.$$
The $g$ terms cancel in the derivatives, leaving
$$A'=[V(V-2m)-q^2]f\sin\theta=0,\qquad B'=[q^2-V(V-2m)]f\cos\theta=0.$$
At $x=-a$, $A=0$; at $x=a$ this reads $Vg(a)\sin(2aq)=0$. If the sine were nonzero, $g(a)=0$ would give $B=0$ too. Undoing the rotation, $f=g=0$ everywhere, a contradiction. In the code, `eA` and `eB` are these two conservation laws.

```lean
/-- For `V > 0` and `V > 2m` the wave number is positive and `q² = V (V - 2m)`. -/
lemma waveNumber_pos_sq {m V : ℝ} (hV : 0 < V) (h2 : 2 * m < V) :
    0 < waveNumber m V ∧ waveNumber m V ^ 2 = V * (V - 2 * m) := by
  have h : 0 < (V - m) ^ 2 - m ^ 2 := by nlinarith [mul_pos hV (sub_pos.2 h2)]
  refine ⟨Real.sqrt_pos.2 h, ?_⟩
  rw [waveNumber, Real.sq_sqrt h.le]
  ring

/-- The derivatives of the sine and cosine of the phase `q (x + a)`. -/
lemma phase_deriv (q a y : ℝ) :
    HasDerivAt (fun z => Real.sin (q * (z + a))) (q * Real.cos (q * (y + a))) y ∧
    HasDerivAt (fun z => Real.cos (q * (z + a))) (-(q * Real.sin (q * (y + a)))) y := by
  have h0 : HasDerivAt (fun z => q * (z + a)) q y :=
    (((hasDerivAt_id y).add_const a).const_mul q).congr_deriv (by ring)
  exact ⟨h0.sin.congr_deriv (by ring), h0.cos.congr_deriv (by ring)⟩

/-- A critical mode in a well with `V > 0` and `V > 2m` forces `sin (2aq) = 0`. -/
theorem sin_eq_zero_of_mode {m a V : ℝ} {f g : ℝ → ℝ} (ha : 0 < a) (hV : 0 < V)
    (h2 : 2 * m < V) (hmode : CriticalMode m a V f g) :
    Real.sin (2 * a * waveNumber m V) = 0 := by
  obtain ⟨h, hl, hr, x, hx, hne⟩ := hmode
  rw [threshold_system] at h
  obtain ⟨hq, hq2⟩ := waveNumber_pos_sq hV h2
  generalize waveNumber m V = q at *
  by_contra hs
  have haa : -a ≤ a := by linarith
  -- two conserved quantities: `(q f, V g)` rotated back by the phase
  have eA : ∀ y ∈ Icc (-a) a,
      q * f y * Real.cos (q * (y + a)) - V * g y * Real.sin (q * (y + a)) = 0 := fun y hy =>
    (conserved (convex_Icc (-a) a)
      (h := fun z => q * f z * Real.cos (q * (z + a)) - V * g z * Real.sin (q * (z + a)))
      (fun z hz => ((((h z hz).1.const_mul q).fun_mul
        (phase_deriv q a z).2.hasDerivWithinAt).fun_sub (((h z hz).2.const_mul V).fun_mul
        (phase_deriv q a z).1.hasDerivWithinAt)).congr_deriv
        (by linear_combination (-(f z) * Real.sin (q * (z + a))) * hq2))
      (left_mem_Icc.2 haa) hy).trans (by simp [hl])
  have hga : g a = 0 := by
    have hs' : Real.sin (q * (a + a)) ≠ 0 := by
      rwa [show q * (a + a) = 2 * a * q by ring]
    have e : V * g a * Real.sin (q * (a + a)) = 0 := by
      linear_combination -(eA a (right_mem_Icc.2 haa)) + q * Real.cos (q * (a + a)) * hr
    exact (mul_eq_zero.1 ((mul_eq_zero.1 e).resolve_right hs')).resolve_left hV.ne'
  have eB : ∀ y ∈ Icc (-a) a,
      q * f y * Real.sin (q * (y + a)) + V * g y * Real.cos (q * (y + a)) = 0 := fun y hy =>
    (conserved (convex_Icc (-a) a)
      (h := fun z => q * f z * Real.sin (q * (z + a)) + V * g z * Real.cos (q * (z + a)))
      (fun z hz => ((((h z hz).1.const_mul q).fun_mul
        (phase_deriv q a z).1.hasDerivWithinAt).fun_add (((h z hz).2.const_mul V).fun_mul
        (phase_deriv q a z).2.hasDerivWithinAt)).congr_deriv
        (by linear_combination (f z * Real.cos (q * (z + a))) * hq2))
      (right_mem_Icc.2 haa) hy).trans (by simp [hr, hga])
  have p := Real.sin_sq_add_cos_sq (q * (x + a))
  have hf : q * f x = 0 := by
    linear_combination Real.cos (q * (x + a)) * eA x hx + Real.sin (q * (x + a)) * eB x hx
      - q * f x * p
  have hg : V * g x = 0 := by
    linear_combination -Real.sin (q * (x + a)) * eA x hx + Real.cos (q * (x + a)) * eB x hx
      - V * g x * p
  rcases hne with h' | h'
  · exact h' ((mul_eq_zero.1 hf).resolve_left hq.ne')
  · exact h' ((mul_eq_zero.1 hg).resolve_left hV.ne')
```

Conversely, if $\sin(2aq)=0$, then $f=\sin\theta$, $g=(q/V)\cos\theta$ satisfies the equations and both edge conditions.

```lean
/-- If `a, V > 0`, `V > 2m` and `sin (2aq) = 0`, then `f = sin q(x+a)`, `g = (q/V) cos q(x+a)` is a
critical mode. -/
theorem standing_wave {m a V : ℝ} (ha : 0 < a) (hV : 0 < V) (h2 : 2 * m < V)
    (hs : Real.sin (2 * a * waveNumber m V) = 0) :
    CriticalMode m a V (fun x => Real.sin (waveNumber m V * (x + a)))
      (fun x => waveNumber m V / V * Real.cos (waveNumber m V * (x + a))) := by
  obtain ⟨hq, hq2⟩ := waveNumber_pos_sq hV h2
  generalize waveNumber m V = q at *
  have e : q / V * q = V - 2 * m := by
    rw [div_mul_eq_mul_div, div_eq_iff hV.ne']
    linear_combination hq2
  refine ⟨(threshold_system _ _ _ _ _).2 fun y _ => ⟨?_, ?_⟩, by simp, ?_,
    -a, left_mem_Icc.2 (by linarith), Or.inr (by simp [hq.ne', hV.ne'])⟩
  · exact (phase_deriv q a y).1.hasDerivWithinAt.congr_deriv (by field_simp)
  · exact ((phase_deriv q a y).2.hasDerivWithinAt.const_mul (q / V)).congr_deriv
      (by linear_combination (-Real.sin (q * (y + a))) * e)
  · show Real.sin (q * (a + a)) = 0
    rwa [show q * (a + a) = 2 * a * q by ring]
```

**Q:** How does the depth formula emerge?

**A:** As $q>0$, $2aq=n\pi$ with $n\ge1$. So $(V-m)^2=m^2+(n\pi/2a)^2$, and $V>2m$ with $V>0$ makes $V-m$ positive, selecting the positive root. Conversely, the formula gives $V-m>|m|$, hence $V>2m$. Depth increases with $n$, so $n=1$ is least. These well-only statements allow any real $m$.

```lean
/-- For `a, V > 0` and `n ≥ 1`, the depth is the `n`-th critical one exactly when `V > 2m` and
`2aq = nπ`. -/
theorem depth_iff_waveNumber {m a V : ℝ} {n : ℕ} (ha : 0 < a) (hV : 0 < V) (hn : 1 ≤ n) :
    V = criticalDepth m a n ↔ 2 * m < V ∧ 2 * a * waveNumber m V = n * π := by
  have hn' : (0 : ℝ) < n := Nat.cast_pos.2 hn
  have hk : 0 < n * π / (2 * a) := by positivity
  constructor
  · intro h
    have hS : V - m = √(m ^ 2 + (n * π / (2 * a)) ^ 2) := by
      rw [h, criticalDepth]
      ring
    have hsq : (V - m) ^ 2 = m ^ 2 + (n * π / (2 * a)) ^ 2 := by
      rw [hS, Real.sq_sqrt (by positivity)]
    have h0 : 0 ≤ V - m := by
      rw [hS]
      exact Real.sqrt_nonneg _
    have hlt : m < V - m := lt_of_pow_lt_pow_left₀ 2 h0 (by linarith [pow_pos hk 2])
    refine ⟨by linarith, ?_⟩
    rw [waveNumber, show (V - m) ^ 2 - m ^ 2 = (n * π / (2 * a)) ^ 2 by linarith,
      Real.sqrt_sq hk.le]
    field_simp
  · rintro ⟨h2, h⟩
    have hq2 := (waveNumber_pos_sq hV h2).2
    have e : n * π / (2 * a) = waveNumber m V := by
      rw [← h]
      field_simp
    rw [criticalDepth, e, show m ^ 2 + waveNumber m V ^ 2 = (V - m) ^ 2 by rw [hq2]; ring,
      Real.sqrt_sq (by linarith)]
    ring

/-- A well with `a, V > 0` has a critical mode exactly when `V = m + √(m² + (nπ/2a)²)` for an
integer `n ≥ 1`. -/
theorem critical_mode_iff {m a V : ℝ} (ha : 0 < a) (hV : 0 < V) :
    (∃ f g, CriticalMode m a V f g) ↔ ∃ n : ℕ, 1 ≤ n ∧ V = criticalDepth m a n := by
  constructor
  · rintro ⟨f, g, h⟩
    have h2 : 2 * m < V := by
      by_contra hc
      exact no_mode_of_shallow ha hV (not_lt.1 hc) h
    obtain ⟨k, hk⟩ := Real.sin_eq_zero_iff.1 (sin_eq_zero_of_mode ha hV h2 h)
    have hq := (waveNumber_pos_sq hV h2).1
    have hk0 : 0 < (k : ℝ) := by
      have : 0 < (k : ℝ) * π := by
        rw [hk]
        positivity
      exact (mul_pos_iff_of_pos_right Real.pi_pos).1 this
    have hk1 : 0 < k := by exact_mod_cast hk0
    lift k to ℕ using hk1.le
    have hk2 : 1 ≤ k := by omega
    exact ⟨k, hk2, (depth_iff_waveNumber ha hV hk2).2 ⟨h2, by rw [← hk, Int.cast_natCast]⟩⟩
  · rintro ⟨n, hn, h⟩
    obtain ⟨h2, hq⟩ := (depth_iff_waveNumber ha hV hn).1 h
    exact ⟨_, _, standing_wave ha hV h2 (by rw [hq]; exact Real.sin_nat_mul_pi n)⟩

/-- For `a > 0` the smallest positive depth with a critical mode is the one with `n = 1`, and
there `2aq = π`. -/
theorem smallest_critical_depth {m a : ℝ} (ha : 0 < a) :
    IsLeast {V | 0 < V ∧ ∃ f g, CriticalMode m a V f g} (criticalDepth m a 1) ∧
      2 * a * waveNumber m (criticalDepth m a 1) = π := by
  have hpos : 0 < criticalDepth m a 1 := by
    have hk : 0 < (((1 : ℕ) : ℝ) * π / (2 * a)) ^ 2 := by positivity
    have := (Real.lt_sqrt (abs_nonneg m)).2
      (show |m| ^ 2 < m ^ 2 + (((1 : ℕ) : ℝ) * π / (2 * a)) ^ 2 by rw [sq_abs]; linarith)
    unfold criticalDepth
    linarith [neg_abs_le m]
  refine ⟨⟨⟨hpos, (critical_mode_iff ha hpos).2 ⟨1, le_rfl, rfl⟩⟩, ?_⟩, ?_⟩
  · rintro V ⟨hV, h⟩
    obtain ⟨n, hn, rfl⟩ := (critical_mode_iff ha hV).1 h
    have hn' : ((1 : ℕ) : ℝ) ≤ n := by exact_mod_cast hn
    unfold criticalDepth
    gcongr
  · have := ((depth_iff_waveNumber (m := m) ha hpos le_rfl).1 rfl).2
    rwa [Nat.cast_one, one_mul] at this
```

**Q:** Does every well mode extend to the whole line?

**A:** Yes: keep $f=0$ and $g=g(\pm a)$ outside. The proof composes both functions with the projection `c` onto $[-a,a]$; continuity on that interval bounds $g$.

```lean
/-- Without potential, a zero upper and a constant lower component solve the Dirac equation
at `E = -m`. -/
lemma constant_solution {m C : ℝ} {s : Set ℝ} {f g : ℝ → ℝ} (hf : ∀ x ∈ s, f x = 0)
    (hg : ∀ x ∈ s, g x = C) : DiracOn m (-m) 0 s f g := fun x hx =>
  ⟨((hasDerivWithinAt_const x s (0 : ℝ)).congr hf (hf x hx)).congr_deriv (by ring),
    ((hasDerivWithinAt_const x s C).congr hg (hg x hx)).congr_deriv
      (by rw [hf x hx, mul_zero])⟩

/-- For `m, a, V > 0`, the Dirac equation on the whole line has a nonzero solution at `E = -m`
with bounded lower component exactly when `V = m + √(m² + (nπ/2a)²)` for an integer `n ≥ 1`. -/
theorem threshold_state_iff {m a V : ℝ} (hm : 0 < m) (ha : 0 < a) (hV : 0 < V) :
    (∃ f g, ThresholdState m a V f g) ↔ ∃ n : ℕ, 1 ≤ n ∧ V = criticalDepth m a n := by
  rw [← critical_mode_iff ha hV]
  have haa : -a ≤ a := by linarith
  constructor
  · rintro ⟨f, g, hL, hI, hR, ⟨B, hB⟩, x, hx⟩
    -- boundedness outside supplies the edge conditions
    obtain ⟨fL, gL⟩ := exterior_solution hm (convex_Iic (-a)) (fun R =>
      ⟨-(|R| + a + 1), mem_Iic.2 (by linarith [abs_nonneg R]), by
        rw [abs_neg]
        linarith [le_abs_self R, le_abs_self (|R| + a + 1)]⟩) hL (fun x _ => hB x)
    obtain ⟨fR, gR⟩ := exterior_solution hm (convex_Ici a) (fun R =>
      ⟨|R| + a + 1, mem_Ici.2 (by linarith [abs_nonneg R]), by
        linarith [le_abs_self R, le_abs_self (|R| + a + 1)]⟩) hR (fun x _ => hB x)
    refine ⟨f, g, hI, fL _ (mem_Iic.2 le_rfl), fR _ (mem_Ici.2 le_rfl), ?_⟩
    rcases le_total x (-a) with h | h
    · refine ⟨-a, left_mem_Icc.2 haa, Or.inr ?_⟩
      rw [gL x h (-a) (mem_Iic.2 le_rfl)]
      exact hx.resolve_left (fun h' => h' (fL x h))
    · rcases le_total x a with h' | h'
      · exact ⟨x, ⟨h, h'⟩, hx⟩
      · refine ⟨a, right_mem_Icc.2 haa, Or.inr ?_⟩
        rw [gR x h' a (mem_Ici.2 le_rfl)]
        exact hx.resolve_left (fun h'' => h'' (fR x h'))
  · rintro ⟨f, g, hI, hl, hr, x, hx, hne⟩
    -- continue the mode by its edge values, using the projection onto `[-a, a]`
    obtain ⟨c, cI, cL, cR, cm⟩ : ∃ c : ℝ → ℝ, (∀ y ∈ Icc (-a) a, c y = y) ∧
        (∀ y ∈ Iic (-a), c y = -a) ∧ (∀ y ∈ Ici a, c y = a) ∧ ∀ y, c y ∈ Icc (-a) a := by
      refine ⟨fun y => max (-a) (min a y), fun y hy => ?_, fun y hy => ?_, fun y hy => ?_,
        fun y => ⟨le_max_left _ _, max_le haa (min_le_left _ _)⟩⟩
      · show max (-a) (min a y) = y
        rw [min_eq_right hy.2, max_eq_right hy.1]
      · show max (-a) (min a y) = -a
        exact max_eq_left ((min_le_right _ _).trans hy)
      · show max (-a) (min a y) = a
        rw [min_eq_left (mem_Ici.1 hy), max_eq_right haa]
    obtain ⟨B, hB⟩ := isCompact_Icc.exists_bound_of_continuousOn (f := g)
      (fun y hy => (hI y hy).2.continuousWithinAt)
    refine ⟨fun y => f (c y), fun y => g (c y),
      constant_solution (C := g (-a)) (fun y hy => by simp only [cL y hy, hl])
        (fun y hy => by simp only [cL y hy]), fun y hy => ⟨?_, ?_⟩,
      constant_solution (C := g a) (fun y hy => by simp only [cR y hy, hr])
        (fun y hy => by simp only [cR y hy]),
      ⟨B, fun y => hB _ (cm y)⟩, x, by simpa only [cI x hx] using hne⟩
    · simp only [cI y hy]
      exact (hI y hy).1.congr (fun z hz => by simp only [cI z hz]) (by simp only [cI y hy])
    · simp only [cI y hy]
      exact (hI y hy).2.congr (fun z hz => by simp only [cI z hz]) (by simp only [cI y hy])

end DiracCriticalWell
```

```lean
#print axioms DiracCriticalWell.smallest_critical_depth
#print axioms DiracCriticalWell.threshold_state_iff
```

```
'DiracCriticalWell.smallest_critical_depth' depends on axioms: [propext, Classical.choice, Quot.sound]
'DiracCriticalWell.threshold_state_iff' depends on axioms: [propext, Classical.choice, Quot.sound]
```

**Q:** Is this a bound state?

**A:** Not a normalisable one: $g$ is a nonzero constant on each side of the well. In this one-particle model with a fixed square well, $E=-m$ is the top of the lower continuum, so these depths bear on supercritical binding. Following a level as $V$ grows, or describing pair creation, would need further work.
